# In the metric signature (+,−,−,−), a real vector W orthogonal to a nonzero null momentum p has W² ≤ 0, and W² = 0 exactly when W = hp for a unique real h

## Momentum, the Pauli-Lubanski vector and the metric

A particle with four-momentum \(p\) and angular momentum tensor \(J\) has the Pauli-Lubanski vector
\[
W_\mu=\tfrac12\,\varepsilon_{\mu\nu\rho\sigma}J^{\nu\rho}p^\sigma .
\]
It describes the spin of the particle in a covariant way. The question here is which values \(W\) can take when the particle is massless, and when it reduces to a single number, the helicity.

Units have \(c=1\), and the metric has signature plus for time and minus for space:
\[
x\cdot y = x^0y^0-\langle \vec x,\vec y\rangle ,\qquad x^2 = x\cdot x .
\]
In Lean a four-vector is a pair in `ℝ × V`, where `V` is a real inner-product space of any dimension. The energy \(p^0\) is `p.1`, the spatial momentum \(\vec p\) is `p.2`, and \(x\cdot y\) is `mink x y`. The physical case is \(V=\mathbb R^3\).

```lean
import Mathlib

namespace MasslessPauliLubanski

noncomputable section

variable {V : Type*} [NormedAddCommGroup V] [InnerProductSpace ℝ V]

/-- The Minkowski product of two vectors, each given by its time component and its
spatial part, with signature plus for time and minus for space. -/
def mink (x y : ℝ × V) : ℝ := x.1 * y.1 - inner ℝ x.2 y.2
```

For \(p^0\neq0\), put \(h=W^0/p^0\) and call
\[
\vec W_T=\vec W-h\,\vec p
\]
the transverse part of \(W\). It is perpendicular to \(\vec p\) when \(p\) is null and \(W\cdot p=0\), but not in general. The letter \(h\) stands for helicity, often written \(\lambda\), and not for Planck's constant. With the sign of \(\varepsilon\) chosen so that \(W^0=\vec J\cdot\vec p\), and with \(p^0=|\vec p|\), it is the component of \(\vec J\) along the direction of motion.

```lean
/-- The transverse part of `W` relative to a momentum `p` of nonzero energy: the spatial part
of `W` minus `W⁰/p⁰` times the spatial momentum. -/
def transverse (p W : ℝ × V) : V := W.2 - (W.1 / p.1) • p.2
```

The main theorem, `massless_helicity`, has three hypotheses: `hp : p ≠ 0`, `hnull : mink p p = 0` and `hW : mink W p = 0`. The components of \(W\) are real numbers. In quantum theory they are operators, and the passage from numbers to operators is the step that these hypotheses leave open. For a free massless particle whose states all have the same helicity \(h\), relativistic quantum mechanics has the corresponding operator relation \(W=hp\); here the relation is derived for real vectors only, under the further condition \(W^2=0\).

## A nonzero momentum has an energy to divide by

The hypothesis \(p\neq0\) says that there is a particle carrying energy and momentum. The derivation uses it to form \(W^0/p^0\). Nullness gives \((p^0)^2=|\vec p|^2\), so \(p^0=0\) would force \(\vec p=0\), and hence \(p=0\). The Lean proof makes the same argument. The sign of \(p^0\) is not restricted.

```lean
/-- A nonzero null momentum has nonzero energy. -/
theorem energy_ne_zero {p : ℝ × V} (hp : p ≠ 0) (hnull : mink p p = 0) : p.1 ≠ 0 := by
  intro h0
  simp only [mink, real_inner_self_eq_norm_sq, h0] at hnull
  have h1 : ‖p.2‖ ^ 2 = 0 := by linarith
  have h2 : p.2 = 0 := norm_eq_zero.mp (pow_eq_zero_iff two_ne_zero |>.mp h1)
  exact hp (Prod.ext h0 h2)
```

If \(p=0\) were allowed, every \(W\) would be orthogonal to \(p\), including \(W=(1,\vec 0)\) with \(W^2=1\). Uniqueness would fail too, since \(W=0\) equals \(hp\) for every \(h\).

## With orthogonality, the square is minus a squared length

For the Pauli-Lubanski vector, \(W\cdot p=0\) follows from its definition, because \(\varepsilon\) is antisymmetric and \(p^\mu p^\sigma\) is symmetric. In Lean it is assumed, and \(J\) does not appear.

The derivation uses orthogonality in the cross term of
\[
|\vec W_T|^2=|\vec W|^2-2h\langle\vec W,\vec p\rangle+h^2|\vec p|^2 .
\]
Orthogonality gives \(\langle\vec W,\vec p\rangle=W^0p^0=h(p^0)^2\), and nullness gives \(|\vec p|^2=(p^0)^2\). Therefore
\[
|\vec W_T|^2=|\vec W|^2-h^2(p^0)^2=|\vec W|^2-(W^0)^2=-W^2 .
\]
The Lean proof expands the norm and then replaces the quotient by a letter `h`, keeping only \(hp^0=W^0\). The final `linear_combination` adds multiples of orthogonality, nullness and this relation, which are the three substitutions above.

```lean
/-- If `p` is nonzero and null and `W` is orthogonal to `p`, the Minkowski square of `W` is
minus the squared length of its transverse part. -/
theorem square_eq_neg_transverse {p W : ℝ × V} (hp : p ≠ 0) (hnull : mink p p = 0)
    (hW : mink W p = 0) : mink W W = -‖transverse p W‖ ^ 2 := by
  have hh : W.1 / p.1 * p.1 = W.1 := div_mul_cancel₀ _ (energy_ne_zero hp hnull)
  simp only [mink, real_inner_self_eq_norm_sq] at hnull hW
  simp only [mink, transverse, real_inner_self_eq_norm_sq, norm_sub_sq_real,
    real_inner_smul_right, norm_smul, mul_pow, Real.norm_eq_abs, sq_abs]
  generalize W.1 / p.1 = h at hh ⊢
  linear_combination 2 * h * hW - h ^ 2 * hnull + (h * p.1 - W.1) * hh
```

If also \(W^2=0\), then \(\vec W_T=0\), so \(\vec W=h\vec p\). Since \(W^0=hp^0\) by the choice of \(h\), both components agree and \(W=hp\). The next lemma compares them in the same way.

```lean
/-- If `p` is nonzero and null, and `W` is null and orthogonal to `p`, then `W` is the multiple
of `p` whose factor is the ratio of time components `W⁰/p⁰`. -/
theorem eq_ratio_smul {p W : ℝ × V} (hp : p ≠ 0) (hnull : mink p p = 0)
    (hW : mink W p = 0) (hWW : mink W W = 0) : W = (W.1 / p.1) • p := by
  have h1 := square_eq_neg_transverse hp hnull hW
  have h2 : ‖transverse p W‖ ^ 2 = 0 := by linarith
  have h3 : transverse p W = 0 := norm_eq_zero.mp (pow_eq_zero_iff two_ne_zero |>.mp h2)
  refine Prod.ext ?_ ?_
  · exact (div_mul_cancel₀ _ (energy_ne_zero hp hnull)).symm
  · exact sub_eq_zero.mp h3
```

The main theorem collects these results. The sign follows from \(W^2=-|\vec W_T|^2\). If \(W^2=0\), the previous lemma supplies \(h\), and any other \(h'\) with \(W=h'p\) satisfies \(W^0=h'p^0\), so \(h'=W^0/p^0\). Conversely, \(W=hp\) gives \(W^2=h^2p^2=0\). In the statement, `∃! h : ℝ, W = h • p` says that exactly one real \(h\) works. Nothing restricts \(h\) to integers or half-integers.

```lean
/-- For a nonzero null momentum `p` and a vector `W` orthogonal to it, the square of `W` is at
most zero, and it vanishes exactly when `W = h p` for a unique real helicity `h`. -/
theorem massless_helicity {p W : ℝ × V} (hp : p ≠ 0) (hnull : mink p p = 0)
    (hW : mink W p = 0) :
    mink W W ≤ 0 ∧ (mink W W = 0 ↔ ∃! h : ℝ, W = h • p) := by
  refine ⟨?_, ?_, ?_⟩
  · rw [square_eq_neg_transverse hp hnull hW]
    exact neg_nonpos.mpr (sq_nonneg _)
  · intro hWW
    refine ⟨W.1 / p.1, eq_ratio_smul hp hnull hW hWW, ?_⟩
    -- the time components fix the helicity
    intro h hh
    have h1 : W.1 = h * p.1 := congrArg Prod.fst hh
    exact (eq_div_iff (energy_ne_zero hp hnull)).mpr h1.symm
  · rintro ⟨h, hh, -⟩
    have h1 : W = h • p := hh
    rw [h1]
    simp only [mink] at hnull
    simp only [mink, Prod.smul_fst, Prod.smul_snd, smul_eq_mul, real_inner_smul_left,
      real_inner_smul_right]
    linear_combination h ^ 2 * hnull
```

Without orthogonality both conclusions can fail. Take \(p=(1,\vec n)\) with \(|\vec n|=1\). The vector \(W=(1,\vec0)\) has \(W^2=1\), and \(W=(1,-\vec n)\) is null but not a multiple of \(p\).

## The directions that orthogonality leaves open

Orthogonality alone does not make \(W\) a multiple of \(p\). Let \(\vec e\) be a spatial vector with \(\langle\vec p,\vec e\rangle=0\). For null \(p\),
\[
\bigl(hp+(0,\vec e)\bigr)^2=h^2p^2-2h\langle\vec p,\vec e\rangle-|\vec e|^2=-|\vec e|^2 .
\]
The Lean proof expands the square, removes the cross term with `he` and the first term with `hnull`. It does not need \(p\neq0\).

```lean
/-- For a null momentum `p` and a spatial vector `e` perpendicular to the spatial momentum,
the vector `h p + (0, e)` has Minkowski square `-‖e‖²`. -/
theorem square_helicity_add_transverse {p : ℝ × V} (hnull : mink p p = 0) (h : ℝ) {e : V}
    (he : inner ℝ p.2 e = 0) :
    mink (h • p + ((0 : ℝ), e)) (h • p + ((0 : ℝ), e)) = -‖e‖ ^ 2 := by
  simp only [mink, real_inner_self_eq_norm_sq] at hnull
  simp only [mink, real_inner_self_eq_norm_sq, Prod.fst_add, Prod.snd_add, Prod.smul_fst,
    Prod.smul_snd, smul_eq_mul, norm_add_sq_real, real_inner_smul_left, he, norm_smul,
    mul_pow, Real.norm_eq_abs, sq_abs]
  linear_combination h ^ 2 * hnull
```

For nonzero null \(p\), these sums are all the vectors orthogonal to \(p\). Given \(W\cdot p=0\), take \(h=W^0/p^0\) and \(\vec e=\vec W_T\). Then
\[
\langle\vec p,\vec W_T\rangle=\langle\vec p,\vec W\rangle-h|\vec p|^2=W^0p^0-h(p^0)^2=0 ,
\]
and \(W=hp+(0,\vec e)\) component by component. In the other direction, \((hp+(0,\vec e))\cdot p=hp^2-\langle\vec e,\vec p\rangle=0\). The two branches of the proof are these two calculations.

```lean
/-- The vectors orthogonal to a nonzero null momentum `p` are exactly the sums of a multiple of
`p` and a purely spatial vector perpendicular to the spatial momentum. -/
theorem orthogonal_iff {p W : ℝ × V} (hp : p ≠ 0) (hnull : mink p p = 0) :
    mink W p = 0 ↔ ∃ (h : ℝ) (e : V), inner ℝ p.2 e = 0 ∧ W = h • p + ((0 : ℝ), e) := by
  have hh : W.1 / p.1 * p.1 = W.1 := div_mul_cancel₀ _ (energy_ne_zero hp hnull)
  simp only [mink] at hnull
  constructor
  · intro hW
    simp only [mink] at hW
    refine ⟨W.1 / p.1, transverse p W, ?_, Prod.ext ?_ ?_⟩
    · rw [transverse, inner_sub_right, real_inner_smul_right, real_inner_comm]
      generalize W.1 / p.1 = h at hh ⊢
      linear_combination h * hnull - hW - p.1 * hh
    · simp only [Prod.fst_add, Prod.smul_fst, smul_eq_mul, add_zero]
      exact hh.symm
    · simp only [Prod.snd_add, Prod.smul_snd, transverse]
      abel
  · rintro ⟨h, e, he, rfl⟩
    have he' : inner ℝ e p.2 = 0 := by rw [real_inner_comm]; exact he
    simp only [mink, Prod.fst_add, Prod.snd_add, Prod.smul_fst, Prod.smul_snd, smul_eq_mul,
      inner_add_left, real_inner_smul_left, he']
    linear_combination h * hnull
```

In three spatial dimensions take \(p=(1,0,0,1)\) and \(W=(h,a,b,h)\) with real \(a,b,h\). Then
\[
p^2=1-1=0,\qquad W\cdot p=h-h=0,\qquad W^2=h^2-a^2-b^2-h^2=-(a^2+b^2).
\]
The square is strictly negative unless \(a=b=0\). So \(W^2=0\) is a further physical condition, which the usual description of the photon satisfies. The Lean proof writes out the sums over three components; `!₂[...]` denotes a vector in Euclidean space.

```lean
/-- In three spatial dimensions, `W = (h, a, b, h)` is orthogonal to the null momentum
`p = (1, 0, 0, 1)` and has square `-(a² + b²)`. -/
theorem transverse_witness (a b h : ℝ) :
    mink ((1 : ℝ), !₂[(0 : ℝ), 0, 1]) ((1 : ℝ), !₂[(0 : ℝ), 0, 1]) = 0 ∧
    mink (h, !₂[a, b, h]) ((1 : ℝ), !₂[(0 : ℝ), 0, 1]) = 0 ∧
    mink (h, !₂[a, b, h]) (h, !₂[a, b, h]) = -(a ^ 2 + b ^ 2) := by
  refine ⟨?_, ?_, ?_⟩
  · simp only [mink, PiLp.inner_apply, Fin.sum_univ_three]
    simp
  · simp [mink, PiLp.inner_apply, Fin.sum_univ_succ]
  · simp only [mink, PiLp.inner_apply, Fin.sum_univ_three, real_inner_eq_re_inner]
    simp
    ring
```

In one spatial dimension \(\vec e\) must vanish, so every \(W\) orthogonal to a nonzero null \(p\) is a multiple of it.

## Null momentum compared with timelike and spacelike momentum

The hypothesis \(p^2=0\) says that the particle is massless. The derivation uses it to show \(p^0\neq0\), to replace \(|\vec p|^2\) by \((p^0)^2\), and to obtain \((hp)^2=0\); `hnull` enters the Lean proofs at the same places.

Without it, spacelike momenta break the result: for \(p=(0,\vec n)\) with \(\vec n\neq0\), the vector \(W=(1,\vec0)\) is orthogonal to \(p\) and has \(W^2=1\). Timelike momenta do not break it, but they leave only \(W=0\) with zero square, and hence only \(h=0\). For any \(p\), the relations \(W=hp\) and \(W\cdot p=0\) together give \(hp^2=0\), so a nonzero \(h\) requires \(p^2=0\).

To see that a timelike momentum leaves only \(W=0\) with zero square, let \(p^2>0\), \(W\cdot p=0\) and \(W\neq0\). Then \((p^0)^2>|\vec p|^2\ge0\), so \(p^0\neq0\). If \(\vec W=0\), orthogonality gives \(W^0p^0=0\), so \(W=0\), a contradiction. If \(\vec W\neq0\), the Cauchy-Schwarz inequality gives
\[
(W^0p^0)^2=\langle\vec W,\vec p\rangle^2\le|\vec W|^2|\vec p|^2<|\vec W|^2(p^0)^2 ,
\]
and division by \((p^0)^2\) yields \(W^2<0\). In the rest frame \(W\) is purely spatial and, up to sign convention, equals the mass times the spin.

The Lean proof splits into the same two cases. In the second it assumes \(W^2\ge0\), multiplies by \((p^0)^2\), and lets `nlinarith` find the contradiction with Cauchy-Schwarz.

```lean
/-- For a timelike momentum `p`, every nonzero vector `W` orthogonal to `p` has strictly
negative square. -/
theorem massive_square_neg {p W : ℝ × V} (hp : 0 < mink p p) (hW : mink W p = 0)
    (hW0 : W ≠ 0) : mink W W < 0 := by
  simp only [mink] at hp hW ⊢
  have hI : inner ℝ W.2 p.2 = W.1 * p.1 := by linarith
  have hP : 0 ≤ inner ℝ p.2 p.2 := real_inner_self_nonneg
  by_cases h2 : W.2 = 0
  · -- without a spatial part, orthogonality removes the time component too
    have hp1 : p.1 ≠ 0 := by
      intro h0
      rw [h0] at hp
      linarith
    rw [h2, inner_zero_left] at hI
    have h1 : W.1 = 0 := (mul_eq_zero.mp hI.symm).resolve_right hp1
    exact absurd (Prod.ext h1 h2) hW0
  · have hw : 0 < inner ℝ W.2 W.2 := by
      rw [real_inner_self_eq_norm_sq]
      exact pow_pos (norm_pos_iff.mpr h2) 2
    -- Cauchy-Schwarz for the spatial parts
    have hC := real_inner_mul_inner_self_le W.2 p.2
    rw [hI] at hC
    by_contra hneg
    have h3 : 0 ≤ W.1 * W.1 - inner ℝ W.2 W.2 := not_lt.mp hneg
    have h4 := mul_pos hw hp
    have h5 := mul_nonneg h3 (mul_self_nonneg p.1)
    nlinarith [hC, h4, h5]

end

end MasslessPauliLubanski
```

```lean
#print axioms MasslessPauliLubanski.massless_helicity
-- 'MasslessPauliLubanski.massless_helicity' depends on axioms: [propext, Classical.choice, Quot.sound]
#print axioms MasslessPauliLubanski.square_helicity_add_transverse
-- 'MasslessPauliLubanski.square_helicity_add_transverse' depends on axioms: [propext, Classical.choice, Quot.sound]
#print axioms MasslessPauliLubanski.orthogonal_iff
-- 'MasslessPauliLubanski.orthogonal_iff' depends on axioms: [propext, Classical.choice, Quot.sound]
#print axioms MasslessPauliLubanski.massive_square_neg
-- 'MasslessPauliLubanski.massive_square_neg' depends on axioms: [propext, Classical.choice, Quot.sound]
```
